# For a harmonic oscillator, the Takahashi–Imada exponent converges to βħω at fourth order in the bead number

A: Take a harmonic oscillator with $b=\beta\hbar\omega\ge 0$, discretised into $P\ge 1$ beads, and set $x=b/P$. If $a\ge 0$ satisfies the Takahashi–Imada transfer relation
$$\cosh a = 1+\frac{x^2}{2}+\frac{x^4}{24},$$
then
$$Pa\le b,\qquad |Pa-b|\le \frac{b^5}{720\,P^4}.$$
Moreover, $P^4(b-Pa)\to b^5/720$ as $P\to\infty$, so for $b>0$ the number 720 in the bound cannot be replaced by a larger one.

```lean
import Mathlib

open Filter Topology

namespace TakahashiImadaHarmonic

noncomputable section
```

Q: That relation looks like a truncated Taylor series of $\cosh x$. Did you put the accuracy in by hand?

A: No, it follows from the potential. In oscillator units, with energies in $\hbar\omega$ and lengths in $\sqrt{\hbar/m\omega}$, the Takahashi–Imada potential adds a squared-force term to the bare one:
$$V_{\rm TI}(q)=V(q)+\frac{x^2}{24}V'(q)^2 .$$
The coefficient $1/24$ is the method's own choice. With it, the squared-force term cancels the leading error that splitting the Boltzmann operator into kinetic and potential factors leaves in the trace. The file takes this potential as a definition.

```lean
/-- The Takahashi-Imada potential in oscillator units: the bare potential plus the
squared-force correction for a slice of reduced imaginary time `x`. -/
def tiPotential (V : ℝ → ℝ) (x q : ℝ) : ℝ := V q + x ^ 2 / 24 * (deriv V q) ^ 2
```

The next definition names the exponent per slice, $A(x)=2\,\mathrm{arsinh}\!\big(\tfrac x2\sqrt{1+x^2/12}\big)$. I'll derive that formula below.

```lean
/-- The harmonic exponent per slice, as an explicit function of the reduced time step `x`. -/
def tiExponent (x : ℝ) : ℝ := 2 * Real.arsinh (x / 2 * √(1 + x ^ 2 / 12))
```

For $V=q^2/2$ the force squared is $q^2$, so $V_{\rm TI}=(1+x^2/12)\,q^2/2$. The correction only stiffens the spring.

```lean
/-- For the harmonic oscillator the squared-force correction rescales the potential by
`1 + x²/12`. -/
theorem tiPotential_harmonic (x : ℝ) :
    tiPotential (fun q => q ^ 2 / 2) x = fun q => (1 + x ^ 2 / 12) * (q ^ 2 / 2) := by
  funext q
  have h : deriv (fun q : ℝ => q ^ 2 / 2) q = q :=
    (((hasDerivAt_pow 2 q).div_const 2).congr_deriv (by norm_num)).deriv
  simp only [tiPotential, h]
  ring
```

Q: And how does a stiffer spring produce a hyperbolic cosine?

A: Through the discretised imaginary-time action, for $x>0$,
$$S=\sum_j\left[\frac{(q_{j+1}-q_j)^2}{2x}+x\,V_{\rm TI}(q_j)\right].$$
Setting $\partial S/\partial q_j=0$ gives
$$q_{j+1}-2q_j+q_{j-1}=x^2V_{\rm TI}'(q_j)=x^2\Big(1+\frac{x^2}{12}\Big)q_j .$$
Insert $q_j=e^{aj}$ and divide by $e^{aj}$. The left side becomes $e^a-2+e^{-a}=2\cosh a-2$, and the transfer relation follows.

`bead_equation_iff` states this as an equivalence, starting from the bead equation itself. One direction evaluates it at $j=0$; the other multiplies the transfer relation by $2e^{aj}$, which is the `linear_combination` step.

```lean
/-- The exponential path `q_j = exp(a j)` solves the stationary bead equation of the
Takahashi-Imada harmonic oscillator exactly when `a` obeys the transfer relation. -/
theorem bead_equation_iff (x a : ℝ) :
    (∀ j : ℤ, Real.exp (a * (j + 1)) - 2 * Real.exp (a * j) + Real.exp (a * (j - 1))
      = x ^ 2 * deriv (tiPotential (fun q => q ^ 2 / 2) x) (Real.exp (a * j))) ↔
    Real.cosh a = 1 + x ^ 2 / 2 + x ^ 4 / 24 := by
  have hd : ∀ q, deriv (tiPotential (fun q => q ^ 2 / 2) x) q = (1 + x ^ 2 / 12) * q := by
    intro q
    rw [tiPotential_harmonic]
    exact ((((hasDerivAt_pow 2 q).div_const 2).congr_deriv
      (by norm_num : _ = q)).const_mul (1 + x ^ 2 / 12)).deriv
  have e1 : ∀ j : ℤ, Real.exp (a * (j + 1)) = Real.exp (a * j) * Real.exp a := by
    intro j
    rw [← Real.exp_add]
    ring_nf
  have e2 : ∀ j : ℤ, Real.exp (a * (j - 1)) = Real.exp (a * j) * Real.exp (-a) := by
    intro j
    rw [← Real.exp_add]
    ring_nf
  constructor
  · intro h
    have h0 := h 0
    have h1 : Real.exp (a * ((0 : ℤ) : ℝ)) = 1 := by simp
    rw [e1, e2, hd, h1] at h0
    rw [Real.cosh_eq]
    linarith
  · intro h j
    rw [e1, e2, hd]
    rw [Real.cosh_eq] at h
    linear_combination 2 * Real.exp (a * j) * h
```

Q: But $e^{aj}$ doesn't close on itself, and my ring polymer does. Why should I care about this $a$?

A: The theorem concerns the local recurrence on all integers $j$, without periodic closure. The link to the ring is a Gaussian integral that the file does not carry out: for $b>0$ it gives $Z_P=1/(2\sinh(Pa/2))$, against the exact $Z=1/(2\sinh(b/2))$. Thus $Pa$ plays the role of $\beta\hbar\omega$ in the discretised oscillator.

Q: The hyperbolic cosine is even, so $-a$ solves the relation too. Which root do you mean?

A: The nonnegative one, and it is unique. Since $\cosh a=1+2\sinh^2(a/2)$,
$$\sinh^2\frac a2=\frac{x^2}{4}\Big(1+\frac{x^2}{12}\Big).$$
For $a,x\ge0$ both $\sinh(a/2)$ and $\tfrac x2\sqrt{1+x^2/12}$ are nonnegative, so equal squares mean equal numbers, and $a=A(x)$. `transfer_iff` proves this together with the converse, so a suitable $a$ always exists.

```lean
/-- For `x ≥ 0` the transfer relation has exactly one nonnegative solution, `tiExponent x`. -/
theorem transfer_iff {x : ℝ} (hx : 0 ≤ x) (a : ℝ) :
    (0 ≤ a ∧ Real.cosh a = 1 + x ^ 2 / 2 + x ^ 4 / 24) ↔ a = tiExponent x := by
  have hr : √(1 + x ^ 2 / 12) ^ 2 = 1 + x ^ 2 / 12 := Real.sq_sqrt (by positivity)
  have hs : 0 ≤ x / 2 * √(1 + x ^ 2 / 12) := by positivity
  -- half-angle formula
  have hc : ∀ y, Real.cosh (2 * y) = 2 * Real.sinh y ^ 2 + 1 := by
    intro y
    rw [Real.cosh_two_mul, Real.cosh_sq]
    ring
  constructor
  · rintro ⟨ha, h⟩
    have h2 := hc (a / 2)
    rw [show 2 * (a / 2) = a by ring, h] at h2
    have h3 : Real.sinh (a / 2) = x / 2 * √(1 + x ^ 2 / 12) := by
      refine (sq_eq_sq₀ (Real.sinh_nonneg_iff.mpr (by linarith)) hs).mp ?_
      rw [mul_pow, hr]
      linarith
    rw [tiExponent, ← h3, Real.arsinh_sinh]
    ring
  · rintro rfl
    refine ⟨mul_nonneg (by norm_num) (Real.arsinh_nonneg_iff.mpr hs), ?_⟩
    rw [tiExponent, hc, Real.sinh_arsinh, mul_pow, hr]
    ring
```

Q: I can expand $A(x)$ and read off $x-x^5/720+\cdots$. That tells me nothing about a finite $x$.

A: Agreed, so we bound the slope for every $x$ and integrate. Put $r=\sqrt{1+x^2/12}$ and $u=xr/2$, so that $A=2\,\mathrm{arsinh}\,u$. Then
$$u'=\frac r2+\frac{x^2}{24r}=\frac{1+x^2/6}{2r},\qquad A'=\frac{2u'}{\sqrt{1+u^2}}=\frac{N}{\sqrt D},$$
where $N=1+x^2/6$ and
$$D=r^2(1+u^2)=1+\frac{x^2}{3}+\frac{x^4}{24}+\frac{x^6}{576}.$$
The Lean proof uses the same chain rule and merges the two square roots in the step `hD`.

```lean
/-- The rate of change of the exponent per slice with the reduced time step. -/
theorem hasDerivAt_tiExponent (x : ℝ) :
    HasDerivAt tiExponent
      ((1 + x ^ 2 / 6) / √(1 + x ^ 2 / 3 + x ^ 4 / 24 + x ^ 6 / 576)) x := by
  have hi : HasDerivAt (fun y : ℝ => 1 + y ^ 2 / 12) (x / 6) x :=
    (((hasDerivAt_pow 2 x).div_const 12).const_add 1).congr_deriv (by norm_num; ring)
  have hs := ((hasDerivAt_id' x).div_const 2).fun_mul (hi.sqrt (by positivity))
  have h := ((Real.hasDerivAt_arsinh _).comp x hs).const_mul 2
  refine HasDerivAt.congr_deriv (f := tiExponent) h ?_
  have hr : √(1 + x ^ 2 / 12) ^ 2 = 1 + x ^ 2 / 12 := Real.sq_sqrt (by positivity)
  have hD : √(1 + x ^ 2 / 3 + x ^ 4 / 24 + x ^ 6 / 576)
      = √(1 + x ^ 2 / 12) * √(1 + (x / 2 * √(1 + x ^ 2 / 12)) ^ 2) := by
    rw [← Real.sqrt_mul (by positivity), mul_pow, hr]
    congr 1
    ring
  have hr0 : 0 < √(1 + x ^ 2 / 12) := Real.sqrt_pos.mpr (by positivity)
  have hq0 : 0 < √(1 + (x / 2 * √(1 + x ^ 2 / 12)) ^ 2) := Real.sqrt_pos.mpr (by positivity)
  rw [hD, show 1 + x ^ 2 / 6 = √(1 + x ^ 2 / 12) ^ 2 + x ^ 2 / 12 by rw [hr]; ring]
  generalize √(1 + (x / 2 * √(1 + x ^ 2 / 12)) ^ 2) = q at *
  generalize √(1 + x ^ 2 / 12) = r at *
  field_simp
  ring
```

Now compare polynomials. First,
$$D-N^2=\frac{x^4}{72}+\frac{x^6}{576}\ge0,$$
so $N\le\sqrt D$ and $A'\le1$.

For a lower bound, let $t=x^4/144$. Then
$$N^2(1+t)^2-D=\frac{x^4}{72}\Big(\frac{5x^2}{24}+\frac{x^4}{36}\Big)+(Nt)^2\ge0 .$$
Hence $\sqrt D\le N+tN\le N+t\sqrt D$, which rearranges to $A'\ge1-t$.

For a sharper upper bound, let $w=x^4/144-x^6/576$ and $k=1-w$. As a function of $x^2$ on the nonnegative axis, $k$ has its minimum at $x^2=8/3$, where it equals $239/243$, so $k>0$. Expanding,
$$k^2D-N^2=\frac{x^4}{72}\Big(\frac{x^2}{24}+\frac{x^4}{24}+\frac{5x^6}{576}+\frac{x^8}{2304}\Big)+w^2D\ge0 ,$$
and therefore $A'\le k$.

In `slope_bounds` these remainders appear explicitly and `positivity` confirms their signs. The one difference is that Lean shows $k\ge0$ by a sum of squares, not by locating the minimum.

```lean
/-- The slope of the exponent is at most one and differs from one by `x⁴/144`, up to a
sixth-order term. -/
theorem slope_bounds (x : ℝ) :
    let s := (1 + x ^ 2 / 6) / √(1 + x ^ 2 / 3 + x ^ 4 / 24 + x ^ 6 / 576)
    1 - x ^ 4 / 144 ≤ s ∧ s ≤ 1 ∧ s ≤ 1 - x ^ 4 / 144 + x ^ 6 / 576 := by
  intro s
  have hD : 0 < 1 + x ^ 2 / 3 + x ^ 4 / 24 + x ^ 6 / 576 := by positivity
  have hR := Real.sqrt_pos.mpr hD
  have hlow : 1 + x ^ 2 / 6 ≤ √(1 + x ^ 2 / 3 + x ^ 4 / 24 + x ^ 6 / 576) := by
    rw [Real.le_sqrt' (by positivity)]
    have : 0 ≤ x ^ 4 / 72 + x ^ 6 / 576 := by positivity
    linarith
  refine ⟨?_, (div_le_one hR).mpr hlow, ?_⟩
  · have hup : √(1 + x ^ 2 / 3 + x ^ 4 / 24 + x ^ 6 / 576)
        ≤ (1 + x ^ 2 / 6) * (1 + x ^ 4 / 144) := by
      refine Real.sqrt_le_iff.mpr ⟨by positivity, ?_⟩
      have : 0 ≤ x ^ 4 / 72 * (5 * x ^ 2 / 24 + x ^ 4 / 36)
        + ((1 + x ^ 2 / 6) * (x ^ 4 / 144)) ^ 2 := by positivity
      linarith
    have ht : 0 ≤ x ^ 4 / 144 := by positivity
    rw [le_div_iff₀ hR]
    linarith [mul_le_mul_of_nonneg_left hlow ht]
  · have hk : 0 ≤ 1 - x ^ 4 / 144 + x ^ 6 / 576 := by
      have : 0 ≤ x ^ 2 * (x ^ 2 - 5 / 2) ^ 2 / 576 + (x ^ 2 - 25 / 8) ^ 2 / 576
        + 36239 / 36864 := by positivity
      linarith
    rw [div_le_iff₀ hR]
    refine (sq_le_sq₀ (by positivity) (mul_nonneg hk hR.le)).mp ?_
    rw [mul_pow, Real.sq_sqrt hD.le]
    have : 0 ≤ x ^ 4 / 72 * (x ^ 2 / 24 + x ^ 4 / 24 + 5 * x ^ 6 / 576 + x ^ 8 / 2304)
      + (x ^ 4 / 144 - x ^ 6 / 576) ^ 2
        * (1 + x ^ 2 / 3 + x ^ 4 / 24 + x ^ 6 / 576) := by positivity
    linarith
```

Q: And integrating from zero?

A: Since $A(0)=0$, the three slope bounds give, for $x\ge0$,
$$x-\frac{x^5}{720}\le A(x)\le x,\qquad A(x)\le x-\frac{x^5}{720}+\frac{x^7}{4032}.$$
Lean needs no integral here. The helper `key` says that a function with nonnegative slope satisfies $f(0)\le f(x)$, and it is applied to the three differences between the exponent and its bounds.

```lean
/-- For `x ≥ 0` the exponent per slice is at most `x`, and it equals `x - x⁵/720` up to a
nonnegative error of at most `x⁷/4032`. -/
theorem tiExponent_bounds {x : ℝ} (hx : 0 ≤ x) :
    x - x ^ 5 / 720 ≤ tiExponent x ∧ tiExponent x ≤ x ∧
      tiExponent x ≤ x - x ^ 5 / 720 + x ^ 7 / 4032 := by
  have h0 : tiExponent 0 = 0 := by simp [tiExponent]
  -- a function with nonnegative slope everywhere is at least as large at x as at zero
  have key : ∀ f f' : ℝ → ℝ, (∀ y, HasDerivAt f (f' y) y) → (∀ y, 0 ≤ f' y) →
      f 0 ≤ f x := by
    intro f f' h h'
    exact monotone_of_deriv_nonneg (fun y => (h y).differentiableAt)
      (fun y => by rw [(h y).deriv]; exact h' y) hx
  have p5 : ∀ y : ℝ, HasDerivAt (fun y : ℝ => y - y ^ 5 / 720) (1 - y ^ 4 / 144) y :=
    fun y => ((hasDerivAt_id' y).fun_sub ((hasDerivAt_pow 5 y).div_const 720)).congr_deriv
      (by norm_num; ring)
  have p7 : ∀ y : ℝ, HasDerivAt (fun y : ℝ => y ^ 7 / 4032) (y ^ 6 / 576) y :=
    fun y => ((hasDerivAt_pow 7 y).div_const 4032).congr_deriv (by norm_num; ring)
  have k1 := key _ _ (fun y => (hasDerivAt_tiExponent y).fun_sub (p5 y))
    (fun y => sub_nonneg.mpr (slope_bounds y).1)
  have k2 := key _ _ (fun y => (hasDerivAt_id' y).fun_sub (hasDerivAt_tiExponent y))
    (fun y => sub_nonneg.mpr (slope_bounds y).2.1)
  have k3 := key _ _ (fun y => ((p5 y).fun_add (p7 y)).fun_sub (hasDerivAt_tiExponent y))
    (fun y => sub_nonneg.mpr (slope_bounds y).2.2)
  norm_num [h0] at k1 k2 k3
  exact ⟨by linarith, by linarith, by linarith⟩
```

Q: Then show me the statement about beads. Where are $\beta$, $\hbar$ and $\omega$?

A: They enter only through their product. In `fourth_order_bound`, `b` is a real number with `0 ≤ b`, `P` is a natural number with `0 < P`, and `b / P` is real division, so it is our $x$. The hypotheses `ha` and `h` say that `a` is the nonnegative root of the transfer relation. The conclusion has two parts: the total exponent never exceeds $b$, and its distance from $b$ is at most $b^5/(720P^4)$. There is no requirement that $P\ge b$; even a single bead is covered.

By hand, multiply $x-x^5/720\le a\le x$ by $P$. Since $Px=b$ and $Px^5=b^5/P^4$,
$$b-\frac{b^5}{720P^4}\le Pa\le b .$$
The Lean proof replaces `tiExponent (b / P)` by `a` using `transfer_iff`, then performs this multiplication in `m1` and `m2`.

```lean
/-- Fourth-order convergence: for `b = βħω ≥ 0` and `P ≥ 1` beads, the nonnegative solution `a` of
the transfer relation gives a total exponent `P a` of at most `b`, within `b⁵/(720 P⁴)`. -/
theorem fourth_order_bound {b a : ℝ} {P : ℕ} (hb : 0 ≤ b) (hP : 0 < P) (ha : 0 ≤ a)
    (h : Real.cosh a = 1 + (b / P) ^ 2 / 2 + (b / P) ^ 4 / 24) :
    P * a ≤ b ∧ |P * a - b| ≤ b ^ 5 / (720 * P ^ 4) := by
  have hp : (0 : ℝ) < P := by exact_mod_cast hP
  have hx : 0 ≤ b / P := by positivity
  obtain ⟨h1, h2, -⟩ := tiExponent_bounds hx
  rw [← (transfer_iff hx a).mp ⟨ha, h⟩] at h1 h2
  have e0 : (P : ℝ) * (b / P) = b := by field_simp
  have e1 : (P : ℝ) * ((b / P) ^ 5 / 720) = b ^ 5 / (720 * P ^ 4) := by field_simp
  have m1 := mul_le_mul_of_nonneg_left h1 hp.le
  have m2 := mul_le_mul_of_nonneg_left h2 hp.le
  rw [mul_sub, e0, e1] at m1
  rw [e0] at m2
  refine ⟨m2, ?_⟩
  rw [abs_of_nonpos (by linarith)]
  linarith
```

Q: An upper bound of fourth order doesn't exclude faster convergence.

A: That is what the $x^7$ term is for. Multiplying the two-sided estimate by $P^5$ gives
$$\frac{b^5}{720}-\frac{b^7}{4032P^2}\le P^4(b-Pa)\le\frac{b^5}{720}.$$
Both ends tend to $b^5/720$, so the middle does too. For $b>0$ this limit is nonzero: the order is exactly four, and no number larger than 720 would serve in the denominator of the bound for all $P$.

In `leading_error`, `a` is a sequence, with `a P` the root for $P$ beads. `Tendsto … atTop (𝓝 (b ^ 5 / 720))` is the ordinary limit $P\to\infty$ at fixed $b$, and the proof is the squeeze just given.

```lean
/-- The leading error: for `b ≥ 0` and the nonnegative solutions `a P` of the transfer relation,
`P⁴ (b - P a)` tends to `b⁵/720` as the number of beads grows. -/
theorem leading_error {b : ℝ} (hb : 0 ≤ b) (a : ℕ → ℝ)
    (h : ∀ P : ℕ, 0 < P → 0 ≤ a P ∧
      Real.cosh (a P) = 1 + (b / P) ^ 2 / 2 + (b / P) ^ 4 / 24) :
    Tendsto (fun P : ℕ => (P : ℝ) ^ 4 * (b - P * a P)) atTop (𝓝 (b ^ 5 / 720)) := by
  have hi : Tendsto (fun P : ℕ => (P : ℝ)⁻¹) atTop (𝓝 0) :=
    tendsto_inv_atTop_zero.comp tendsto_natCast_atTop_atTop
  have hl : Tendsto (fun P : ℕ => b ^ 5 / 720 - b ^ 7 / 4032 * ((P : ℝ)⁻¹) ^ 2) atTop
      (𝓝 (b ^ 5 / 720 - b ^ 7 / 4032 * 0 ^ 2)) :=
    ((hi.pow 2).const_mul (b ^ 7 / 4032)).const_sub (b ^ 5 / 720)
  rw [show b ^ 5 / 720 - b ^ 7 / 4032 * 0 ^ 2 = b ^ 5 / 720 by ring] at hl
  -- squeeze between the two-sided bounds on the exponent per slice
  refine tendsto_of_tendsto_of_tendsto_of_le_of_le' hl tendsto_const_nhds ?_ ?_
  all_goals
    filter_upwards [eventually_gt_atTop 0] with P hP
    have hp : (0 : ℝ) < P := by exact_mod_cast hP
    have hx : 0 ≤ b / P := by positivity
    obtain ⟨h1, -, h3⟩ := tiExponent_bounds hx
    rw [← (transfer_iff hx (a P)).mp (h P hP)] at h1 h3
    have e0 : (P : ℝ) ^ 5 * (b / P) = P ^ 4 * b := by field_simp
    have e1 : (P : ℝ) ^ 5 * ((b / P) ^ 5 / 720) = b ^ 5 / 720 := by field_simp
    have e2 : (P : ℝ) ^ 5 * ((b / P) ^ 7 / 4032) = b ^ 7 / 4032 * ((P : ℝ)⁻¹) ^ 2 := by
      field_simp
    have e3 : (P : ℝ) ^ 4 * (b - P * a P) = P ^ 4 * b - P ^ 5 * a P := by ring
    have m1 := mul_le_mul_of_nonneg_left h1 (pow_nonneg hp.le 5)
    have m3 := mul_le_mul_of_nonneg_left h3 (pow_nonneg hp.le 5)
    rw [mul_sub, e0, e1] at m1
    rw [mul_add, mul_sub, e0, e1, e2] at m3
    rw [e3]
    linarith

end

end TakahashiImadaHarmonic
```

```lean
#print axioms TakahashiImadaHarmonic.bead_equation_iff
#print axioms TakahashiImadaHarmonic.fourth_order_bound
#print axioms TakahashiImadaHarmonic.leading_error
```

```
'TakahashiImadaHarmonic.bead_equation_iff' depends on axioms: [propext, Classical.choice, Quot.sound]
'TakahashiImadaHarmonic.fourth_order_bound' depends on axioms: [propext, Classical.choice, Quot.sound]
'TakahashiImadaHarmonic.leading_error' depends on axioms: [propext, Classical.choice, Quot.sound]
```

Q: So may I tell my group that Takahashi–Imada is fourth order for our molecule?

A: Not on the strength of this. The theorems treat one harmonic degree of freedom, and they concern its exponent. Anharmonic potentials, coupled modes, general observables, and the sampling and time-step errors of a molecular dynamics run all lie beyond them.

What you can take into path-integral simulation is a benchmark for a single harmonic mode: for $b>0$ the relative error of the exponent is at most $x^4/720$. With $P\ge b$ that is at most $1/720$, and at large $P$ doubling the number of beads reduces the error by a factor approaching 16.
